# Tamm-Dancoff shifts the energy-weighted dipole sum by $\langle d,Bd\rangle$, with $B$ the excitation–de-excitation coupling

A Tamm-Dancoff spectrum and a full-response spectrum built from the same matrices can differ in total strength. Without a formula for the difference, an error from a missing or misnormalised mode can pass for an effect of the approximation.

Let $A$ and $B$ be real $n\times n$ matrices over $n$ electronic transitions: $A$ acts among excitations, and $B$ couples them to de-excitations. For a dipole vector $d$, energies $w_k$ and transition vectors $t_k$, `oscillatorSum w t d` is $\sum_k w_k\langle d,t_k\rangle^2$, without the usual numerical prefactors.

```lean
import Mathlib

open Matrix

namespace TammDancoffSumRule

/-- The energy-weighted sum of squared transition amplitudes `∑ w_k ⟨d, t_k⟩²` for
energies `w`, transition vectors `t` and dipole vector `d`. -/
def oscillatorSum {n : Type*} [Fintype n] (w : n → ℝ) (t : n → n → ℝ) (d : n → ℝ) : ℝ :=
  ∑ k, w k * (d ⬝ᵥ t k) ^ 2
```

If mode $k$ has excitation amplitudes $X_k$ and de-excitation amplitudes $Y_k$, then $p_k=X_k+Y_k$ and $q_k=X_k-Y_k$. For real orbitals the dipole transition amplitude of mode $k$ is $\langle d,p_k\rangle$, so the dipole sum of the full response is the sum over the $p_k$. `IsRPAModes` collects the two mode equations and the normalisation $\langle p_k,q_l\rangle=\delta_{kl}$. In Lean, `p k` is the vector $p_k$, `*ᵥ` applies a matrix to a vector, and `⬝ᵥ` is the dot product.

```lean
variable {n : Type*} [Fintype n] [DecidableEq n]

/-- A full set of response modes: `(A - B) q_k = w_k p_k` and `(A + B) p_k = w_k q_k`,
normalized by `⟨p_k, q_l⟩ = δ_kl`. -/
structure IsRPAModes (A B : Matrix n n ℝ) (w : n → ℝ) (q p : n → n → ℝ) : Prop where
  minus_eq : ∀ k, (A - B) *ᵥ q k = w k • p k
  plus_eq : ∀ k, (A + B) *ᵥ p k = w k • q k
  biorth : ∀ k l, p k ⬝ᵥ q l = if k = l then 1 else 0
```

Tamm-Dancoff drops $B$, leaving eigenvectors $x_k$ of $A$ with energies $a_k$.

```lean
/-- A full set of Tamm-Dancoff modes: an orthonormal eigenbasis `x_k` of `A` with
excitation energies `a_k`. -/
structure IsTDAModes (A : Matrix n n ℝ) (a : n → ℝ) (x : n → n → ℝ) : Prop where
  eigen : ∀ k, A *ᵥ x k = a k • x k
  orth : ∀ k l, x k ⬝ᵥ x l = if k = l then 1 else 0
```

## The conjugate equation $(A+B)p_k=w_kq_k$

Exchanging $p$ and $q$ while replacing $B$ by $-B$ turns each mode equation into the other. `swap` records this, so every statement about $A-B$ and the $p_k$ yields one about $A+B$ and the $q_k$.

The sum over $p_k$ does not need this equation, but the sum over $q_k$ does. For $n=1$, take $A=2$, $B=1$ and $w=p=q=1$. The other conditions hold, yet the $q$ sum is $d^2$, not $(A+B)d^2=3d^2$.

```lean
variable {A B : Matrix n n ℝ} {w a : n → ℝ} {q p x : n → n → ℝ}

/-- Exchanging the two conjugate mode vectors amounts to changing the sign of `B`. -/
theorem IsRPAModes.swap (h : IsRPAModes A B w q p) : IsRPAModes A (-B) w p q where
  minus_eq k := by rw [sub_neg_eq_add]; exact h.plus_eq k
  plus_eq k := by rw [← sub_eq_add_neg]; exact h.minus_eq k
  biorth k l := by
    rw [dotProduct_comm, h.biorth l k]
    simp only [eq_comm]
```

## As many normalised modes as transitions

Let $P$ and $Q$ have rows $p_k$ and $q_k$. The normalisation says $PQ^T=1$. Both matrices are square, so $Q^TP=1$ as well, which is completeness. Lean expresses the mode count by using the same index type `n` for modes and transitions, and `mul_eq_one_comm` reverses the product.

With $A=1$, $B=0$, $w=1$ and $p=q=2$, the mode equations hold but the sum is $4d^2$ instead of $d^2$. With $A$ the $2\times2$ identity, $B=0$ and only the mode $p=q=e_1$ kept, the dipole $d=e_2$ gives $0$ instead of $1$.

```lean
/-- Completeness of a full set of response modes: `∑ q_k p_kᵀ` is the identity. -/
theorem IsRPAModes.complete (h : IsRPAModes A B w q p) :
    (Matrix.of q)ᵀ * Matrix.of p = 1 := by
  have h1 : Matrix.of p * (Matrix.of q)ᵀ = 1 := by
    ext k l
    rw [Matrix.mul_apply, Matrix.one_apply]
    exact h.biorth k l
  exact mul_eq_one_comm.mp h1
```

## The equation $(A-B)q_k=w_kp_k$

With $W=\mathrm{diag}(w)$, these equations read $(A-B)Q^T=P^TW$. Multiplying by $P$ on the right and using completeness gives

$$A-B=P^TWP .$$

`resolution` follows these two steps.

Without this equation the $p$ sum can fail: $A=2$, $B=1$, $p=q=1$, $w=3$ satisfies everything else and gives $3d^2$, whereas $(A-B)d^2=d^2$.

```lean
/-- The response modes resolve the matrix `A - B` as `∑ w_k p_k p_kᵀ`. -/
theorem IsRPAModes.resolution (h : IsRPAModes A B w q p) :
    A - B = (Matrix.of p)ᵀ * diagonal w * Matrix.of p := by
  -- the mode equations, collected column by column
  have h1 : (A - B) * (Matrix.of q)ᵀ = (Matrix.of p)ᵀ * diagonal w := by
    ext i k
    have h2 : ∑ j, (A - B) i j * q k j = w k * p k i := congrFun (h.minus_eq k) i
    rw [Matrix.mul_apply, Matrix.mul_diagonal]
    change ∑ j, (A - B) i j * q k j = p k i * w k
    rw [h2, mul_comm]
  calc A - B = (A - B) * ((Matrix.of q)ᵀ * Matrix.of p) := by rw [h.complete, mul_one]
    _ = (Matrix.of p)ᵀ * diagonal w * Matrix.of p := by rw [← mul_assoc, h1]
```

Symmetry of $A$ and $B$ is a consequence. $P^TWP$ is symmetric, hence so is $A-B$; by `swap`, so is $A+B$.

```lean
/-- Matrices `A` and `B` that possess a full set of response modes are both symmetric. -/
theorem IsRPAModes.symmetric (h : IsRPAModes A B w q p) : Aᵀ = A ∧ Bᵀ = B := by
  have key : ∀ {C : Matrix n n ℝ} {u v : n → n → ℝ}, IsRPAModes A C w u v →
      (A - C)ᵀ = A - C := by
    intro C u v hC
    rw [hC.resolution]
    simp only [Matrix.transpose_mul, Matrix.transpose_transpose,
      Matrix.diagonal_transpose, Matrix.mul_assoc]
  have entries : ∀ i j, A j i = A i j ∧ B j i = B i j := by
    intro i j
    have h1 : A j i - B j i = A i j - B i j := congrFun (congrFun (key h) i) j
    have h2 : A j i - -B j i = A i j - -B i j := congrFun (congrFun (key h.swap) i) j
    constructor <;> linarith
  exact ⟨by ext i j; exact (entries i j).1, by ext i j; exact (entries i j).2⟩
```

Taking the quadratic form in $d$ gives

$$\langle d,(A-B)d\rangle=(Pd)^TW(Pd)=\sum_k w_k\langle d,p_k\rangle^2 .$$

`oscillatorSum_eq` is the second equality, and rewriting with `resolution` finishes the sum rule. Its right-hand side is a matrix expression; identifying it with an electron number would take further assumptions.

```lean
/-- The quadratic form of `∑ w_k t_k t_kᵀ` in the dipole vector is the energy-weighted sum
of squared transition amplitudes. -/
theorem oscillatorSum_eq (w : n → ℝ) (t : n → n → ℝ) (d : n → ℝ) :
    oscillatorSum w t d = d ⬝ᵥ ((Matrix.of t)ᵀ * diagonal w * Matrix.of t) *ᵥ d := by
  have ht : ∀ k, (Matrix.of t *ᵥ d) k = d ⬝ᵥ t k := fun k => dotProduct_comm _ _
  rw [← Matrix.mulVec_mulVec, ← Matrix.mulVec_mulVec, Matrix.dotProduct_mulVec,
    Matrix.vecMul_transpose]
  change ∑ k, w k * (d ⬝ᵥ t k) ^ 2 =
    ∑ k, (Matrix.of t *ᵥ d) k * (diagonal w *ᵥ (Matrix.of t *ᵥ d)) k
  refine Finset.sum_congr rfl fun k _ => ?_
  rw [Matrix.mulVec_diagonal, ht]
  ring

/-- Sum rule of the full response problem: `∑ w_k ⟨d, p_k⟩² = ⟨d, (A - B) d⟩`. -/
theorem rpa_sum_rule (h : IsRPAModes A B w q p) (d : n → ℝ) :
    oscillatorSum w p d = d ⬝ᵥ (A - B) *ᵥ d := by
  rw [oscillatorSum_eq, ← h.resolution]
```

## Orthonormal eigenvectors of $A$

Setting $B=0$ and $p_k=q_k=x_k$ reduces the Tamm-Dancoff sum to the previous case, with value $\langle d,Ad\rangle$.

Unit length alone is not enough. For the $2\times2$ identity, the eigenvectors $e_1$ and $(e_1+e_2)/\sqrt2$ give $3/2$ for $d=e_1$, not $1$.

```lean
/-- Sum rule of the Tamm-Dancoff problem: `∑ a_k ⟨d, x_k⟩² = ⟨d, A d⟩`. -/
theorem tda_sum_rule (h : IsTDAModes A a x) (d : n → ℝ) :
    oscillatorSum a x d = d ⬝ᵥ A *ᵥ d := by
  -- Tamm-Dancoff modes are response modes with `B = 0` and `p = q`
  have h0 : IsRPAModes A 0 a x x :=
    ⟨fun k => by rw [sub_zero]; exact h.eigen k,
      fun k => by rw [add_zero]; exact h.eigen k, h.orth⟩
  rw [rpa_sum_rule h0, sub_zero]
```

Subtraction gives the signed violation

$$\sum_k a_k\langle d,x_k\rangle^2-\sum_k w_k\langle d,p_k\rangle^2=\langle d,Bd\rangle ,$$

and the $q$ sum minus the Tamm-Dancoff sum has the same value, which may be negative. For finite real response matrices with full mode sets, this gives a direct check on computed spectra.

```lean
/-- The Tamm-Dancoff sum exceeds the full response sum over the `p_k` by exactly `⟨d, B d⟩`,
and falls short of the conjugate sum over the `q_k` by the same amount. -/
theorem tda_violation (h : IsRPAModes A B w q p) (hT : IsTDAModes A a x) (d : n → ℝ) :
    oscillatorSum a x d - oscillatorSum w p d = d ⬝ᵥ B *ᵥ d ∧
    oscillatorSum w q d - oscillatorSum a x d = d ⬝ᵥ B *ᵥ d := by
  rw [tda_sum_rule hT, rpa_sum_rule h, rpa_sum_rule h.swap, sub_neg_eq_add,
    Matrix.sub_mulVec, Matrix.add_mulVec, dotProduct_sub, dotProduct_add]
  constructor <;> ring
```

If the sums agree for every $d$, then $\langle d,Bd\rangle=0$ throughout. Basis vectors give $B_{ii}=0$, and $d=e_i+e_j$ then gives $B_{ij}+B_{ji}=0$. Symmetry makes $B_{ij}=0$. The converse follows from the violation formula. Here $d$ runs over all real vectors; agreement for the three Cartesian dipole components of one molecule need not give $B=0$.

```lean
/-- The Tamm-Dancoff and full response sums agree for every dipole vector if and only if
the coupling matrix `B` vanishes. -/
theorem tda_exact_iff (h : IsRPAModes A B w q p) (hT : IsTDAModes A a x) :
    (∀ d, oscillatorSum a x d = oscillatorSum w p d) ↔ B = 0 := by
  constructor
  · intro hd
    have hB : ∀ d : n → ℝ, d ⬝ᵥ B *ᵥ d = 0 := fun d => by
      rw [← (tda_violation h hT d).1, hd d, sub_self]
    have e : ∀ i j, (Pi.single i 1 : n → ℝ) ⬝ᵥ B *ᵥ (Pi.single j 1 : n → ℝ) = B i j := by
      intro i j
      simp
    -- polarization: test with a superposition of two basis transitions
    ext i j
    have hij := hB ((Pi.single i 1 : n → ℝ) + (Pi.single j 1 : n → ℝ))
    simp only [Matrix.mulVec_add, dotProduct_add, add_dotProduct, e] at hij
    have hi := hB (Pi.single i 1)
    have hj := hB (Pi.single j 1)
    rw [e] at hi hj
    have hs : B j i = B i j := congrFun (congrFun h.symmetric.2 i) j
    change B i j = 0
    linarith
  · intro h0 d
    have hv := (tda_violation h hT d).1
    rw [h0, Matrix.zero_mulVec, dotProduct_zero] at hv
    linarith
```

Both mode equations enter the cubic moment:

$$(A-B)(A+B)(A-B)=P^TW(PQ^T)W(QP^T)WP=P^TW^3P .$$

The `calc` block performs this regrouping.

```lean
/-- Cubic sum rule of the full response problem:
`∑ w_k³ ⟨d, p_k⟩² = ⟨d, (A - B)(A + B)(A - B) d⟩`. -/
theorem rpa_cubic_sum_rule (h : IsRPAModes A B w q p) (d : n → ℝ) :
    oscillatorSum (fun k => w k ^ 3) p d = d ⬝ᵥ ((A - B) * (A + B) * (A - B)) *ᵥ d := by
  have hplus : A + B = (Matrix.of q)ᵀ * diagonal w * Matrix.of q := by
    rw [← h.swap.resolution, sub_neg_eq_add]
  have hpq : Matrix.of p * (Matrix.of q)ᵀ = 1 := mul_eq_one_comm.mp h.complete
  have hqp : Matrix.of q * (Matrix.of p)ᵀ = 1 := mul_eq_one_comm.mp h.swap.complete
  have hw : diagonal w * diagonal w * diagonal w = diagonal (fun k => w k ^ 3) := by
    rw [Matrix.diagonal_mul_diagonal, Matrix.diagonal_mul_diagonal]
    congr 1
    funext k
    ring
  -- neighbouring factors meet in `p qᵀ = 1` and `q pᵀ = 1`
  have hprod : (A - B) * (A + B) * (A - B) =
      (Matrix.of p)ᵀ * diagonal (fun k => w k ^ 3) * Matrix.of p := by
    rw [h.resolution, hplus]
    calc _ = (Matrix.of p)ᵀ * diagonal w * (Matrix.of p * (Matrix.of q)ᵀ) * diagonal w *
          (Matrix.of q * (Matrix.of p)ᵀ) * diagonal w * Matrix.of p := by
          simp only [mul_assoc]
      _ = (Matrix.of p)ᵀ * (diagonal w * diagonal w * diagonal w) * Matrix.of p := by
          rw [hpq, hqp, mul_one, mul_one]
          simp only [mul_assoc]
      _ = _ := by rw [hw]
  rw [oscillatorSum_eq, hprod]
```

## Existence of real modes

A full real mode set is assumed, not derived; physically, this excludes imaginary response energies. For $n=1$, $A=1$ and $B=2$, the equations force $w^2=(A-B)(A+B)=-3$, so no real mode exists, although Tamm-Dancoff still returns the energy $1$.

The assumptions do hold for the two-transition matrices below, chosen for simple arithmetic rather than taken from a molecule, and verified entry by entry. For $d=(1,0)$, the $p$, Tamm-Dancoff and $q$ sums are $64$, $48$ and $32$, in steps of $\langle d,Bd\rangle=-16$.

```lean
/-- Two coupled transitions with response energies 32 and 8 and Tamm-Dancoff energies 48
and 33 satisfy both sets of mode equations. -/
theorem modes_witness :
    IsRPAModes !![48, 0; 0, 33] !![-16, -32; -32, 1] ![32, 8]
      ![![1, -1], ![0, 1 / 2]] ![![1, 0], ![2, 2]] ∧
    IsTDAModes !![48, 0; 0, 33] ![48, 33] ![![1, 0], ![0, 1]] := by
  refine ⟨⟨?_, ?_, ?_⟩, ⟨?_, ?_⟩⟩
  · intro k
    ext i
    fin_cases k <;> fin_cases i <;>
      norm_num [Matrix.mulVec, dotProduct, Fin.sum_univ_succ]
  · intro k
    ext i
    fin_cases k <;> fin_cases i <;>
      norm_num [Matrix.mulVec, dotProduct, Fin.sum_univ_succ]
  · intro k l
    fin_cases k <;> fin_cases l <;> norm_num [dotProduct, Fin.sum_univ_succ]
  · intro k
    ext i
    fin_cases k <;> fin_cases i <;>
      norm_num [Matrix.mulVec, dotProduct, Fin.sum_univ_succ]
  · intro k l
    fin_cases k <;> fin_cases l <;> norm_num [dotProduct, Fin.sum_univ_succ]

end TammDancoffSumRule
```

```lean
#print axioms TammDancoffSumRule.oscillatorSum_eq
#print axioms TammDancoffSumRule.tda_exact_iff
#print axioms TammDancoffSumRule.rpa_cubic_sum_rule
```

```
'TammDancoffSumRule.oscillatorSum_eq' depends on axioms: [propext, Classical.choice, Quot.sound]
'TammDancoffSumRule.tda_exact_iff' depends on axioms: [propext, Classical.choice, Quot.sound]
'TammDancoffSumRule.rpa_cubic_sum_rule' depends on axioms: [propext, Classical.choice, Quot.sound]
```
